# The Christoffel equation as the condition for a plane wave of non-zero wavenumber to solve the elastic equation of motion

The theorem `planeWave_solves_iff` says that, for `k ≠ 0`, the displacement p cos(k m·x − ωt) solves ρ ∂ₜ²u_i = C_ijql ∂_j ∂_l u_q at all points and times exactly when G(m) p = ρ(ω/k)² p, where G_iq = C_ijql m_j m_l. The medium is linear and uniform, in n dimensions and without body forces; ρ is any real number and no symmetry of C is assumed. The vector m need not have unit length, so ω/k is the phase speed only when m is normalised (|m| = 1). The proof first works out the acceleration and the elastic force of the wave. It then gets the Christoffel equation by setting x = 0 and t = 0, where the cosine is one, and proves the converse by substitution.

As first written in Lean, the proof fails:

```lean
import Mathlib

open Matrix
open Finset (sum_congr sum_comm mul_sum sum_mul sum_add_distrib)

namespace PlaneWaveSolvesIff

noncomputable section

variable {n : ℕ}

/-- A real four-index stiffness array in `n` dimensions. -/
abbrev Stiffness (n : ℕ) := Fin n → Fin n → Fin n → Fin n → ℝ

/-- The partial derivative of a differentiable scalar field along the coordinate `j`. -/
def partialDeriv (j : Fin n) (f : (Fin n → ℝ) → ℝ) (x : Fin n → ℝ) : ℝ :=
  deriv (fun s : ℝ => f (x + s • (Pi.single j 1 : Fin n → ℝ))) 0

/-- The equation of motion `ρ ∂ₜ² u_i = C_ijql ∂_j ∂_l u_q` at all points and times,
for a twice differentiable displacement field `u`. -/
def SolvesElastodynamics (ρ : ℝ) (C : Stiffness n)
    (u : (Fin n → ℝ) → ℝ → Fin n → ℝ) : Prop :=
  ∀ x t i, ρ * deriv (fun s => deriv (fun r => u x r i) s) t =
    ∑ j, ∑ q, ∑ l, C i j q l * partialDeriv j (partialDeriv l (fun y => u y t q)) x

/-- The displacement field `p cos(k m·x - ω t)`. -/
def planeWave (p m : Fin n → ℝ) (k ω : ℝ) (x : Fin n → ℝ) (t : ℝ) (i : Fin n) : ℝ :=
  p i * Real.cos (k * (m ⬝ᵥ x) - ω * t)

/-- The Christoffel matrix `G_iq = C_ijql m_j m_l`. -/
def christoffel (C : Stiffness n) (m : Fin n → ℝ) : Matrix (Fin n) (Fin n) ℝ :=
  Matrix.of fun i q => ∑ j, ∑ l, C i j q l * m j * m l

/-- Differentiating a differentiable function of the phase `k m·x - b` along coordinate `j`
brings down the factor `k m_j`. -/
theorem partialDeriv_phase (g g' : ℝ → ℝ) (hg : ∀ s, HasDerivAt g (g' s) s)
    (m : Fin n → ℝ) (k b : ℝ) (j : Fin n) (x : Fin n → ℝ) :
    partialDeriv j (fun y => g (k * (m ⬝ᵥ y) - b)) x =
      k * m j * g' (k * (m ⬝ᵥ x) - b) := by
  have h1 : HasDerivAt
      (fun s : ℝ => k * (m ⬝ᵥ (x + s • (Pi.single j 1 : Fin n → ℝ))) - b) (k * m j) 0 := by
    -- along a coordinate line the phase is affine
    have e : (fun s : ℝ => k * (m ⬝ᵥ (x + s • (Pi.single j 1 : Fin n → ℝ))) - b) =
        fun s => (k * (m ⬝ᵥ x) - b) + s * (k * m j) := by
      funext s
      simp only [dotProduct_add, dotProduct_smul, dotProduct_single, smul_eq_mul, mul_one]
      ring
    rw [e]
    exact (((hasDerivAt_id' (0 : ℝ)).mul_const _).const_add _).congr_deriv (one_mul _)
  refine (((hg _).comp (0 : ℝ) h1).deriv).trans ?_
  simp only [zero_smul, add_zero]
  ring

/-- The elastic force of a plane wave is `-k² (G(m) p) cos(k m·x - ω t)`. -/
theorem force_planeWave (C : Stiffness n) (p m : Fin n → ℝ) (k ω : ℝ)
    (x : Fin n → ℝ) (t : ℝ) (i : Fin n) :
    ∑ j, ∑ q, ∑ l, C i j q l *
      partialDeriv j (partialDeriv l (fun y => planeWave p m k ω y t q)) x =
    -(k ^ 2) * (christoffel C m *ᵥ p) i * Real.cos (k * (m ⬝ᵥ x) - ω * t) := by
  have h : ∀ j l q, partialDeriv j (partialDeriv l (fun y => planeWave p m k ω y t q)) x =
      k * m j * (k * m l * (p q * -Real.cos (k * (m ⬝ᵥ x) - ω * t))) := by
    intro j l q
    have h1 : partialDeriv l (fun y => planeWave p m k ω y t q) =
        fun y => k * m l * (p q * -Real.sin (k * (m ⬝ᵥ y) - ω * t)) :=
      funext fun y => partialDeriv_phase (fun s => p q * Real.cos s)
        (fun s => p q * -Real.sin s) (fun s => (Real.hasDerivAt_cos s).const_mul _) m k _ l y
    rw [h1]
    exact partialDeriv_phase (fun s => k * m l * (p q * -Real.sin s))
      (fun s => k * m l * (p q * -Real.cos s))
      (fun s => (((Real.hasDerivAt_sin s).neg).const_mul _).const_mul _) m k _ j x
  simp only [h]
  generalize Real.cos (k * (m ⬝ᵥ x) - ω * t) = c
  simp only [christoffel, Matrix.mulVec, dotProduct, Matrix.of_apply, mul_sum, sum_mul]
  rw [sum_comm]
  refine sum_congr rfl fun q _ => sum_congr rfl fun j _ => sum_congr rfl fun l _ => ?_
  ring

/-- The acceleration of a plane wave is `-ω²` times its displacement. -/
theorem acceleration_planeWave (p m : Fin n → ℝ) (k ω : ℝ)
    (x : Fin n → ℝ) (t : ℝ) (i : Fin n) :
    deriv (fun s => deriv (fun r => planeWave p m k ω x r i) s) t =
      -(ω ^ 2) * planeWave p m k ω x t i := by
  unfold planeWave
  generalize k * (m ⬝ᵥ x) = c
  have h : ∀ s, HasDerivAt (fun r : ℝ => c - ω * r) (-ω) s := fun s =>
    (((hasDerivAt_id' s).const_mul ω).const_sub c).congr_deriv (by ring)
  have h1 : (fun s => deriv (fun r => p i * Real.cos (c - ω * r)) s) =
      fun s => p i * ω * Real.sin (c - ω * s) :=
    funext fun s => (((h s).cos).const_mul (p i)).deriv.trans (by ring)
  rw [h1]
  exact (((h t).sin).const_mul (p i * ω)).deriv.trans (by ring)

/-- Christoffel equation: for `k ≠ 0`, the wave `p cos(k m·x - ω t)` solves the equation of
motion if and only if `G(m) p = ρ (ω/k)² p`. -/
theorem planeWave_solves_iff (ρ : ℝ) (C : Stiffness n) (p m : Fin n → ℝ) {k : ℝ} (ω : ℝ)
    (hk : k ≠ 0) :
    SolvesElastodynamics ρ C (planeWave p m k ω) ↔
      christoffel C m *ᵥ p = (ρ * (ω / k) ^ 2) • p := by
  have hv : k ^ 2 * (ω / k) ^ 2 = ω ^ 2 := by
    rw [← mul_pow, mul_div_cancel₀ _ hk]
  generalize ω / k = v at hv ⊢
  constructor
  · intro h
    funext i
    -- at the origin and time zero the cosine equals one
    have h0 := h 0 0 i
    rw [acceleration_planeWave, force_planeWave] at h0
    simp only [planeWave, dotProduct_zero, mul_zero, sub_zero, Real.cos_zero, mul_one] at h0
    simp only [Pi.smul_apply, smul_eq_mul]
    apply mul_left_cancel₀ (pow_ne_zero 2 hk)
    linear_combination -h0 - ρ * p i * hv
  · intro h x t i
    rw [acceleration_planeWave, force_planeWave, h]
    simp only [planeWave, Pi.smul_apply, smul_eq_mul]
    linear_combination ρ * p i * Real.cos (k * (m ⬝ᵥ x) - ω * t) * hv

end

end PlaneWaveSolvesIff
```

The error:

```
Main.lean:111:4: error: ring failed, ring expressions not equal
n : ℕ
ρ : ℝ
C : Stiffness n
p m : Fin n → ℝ
k ω : ℝ
hk : k ≠ 0
v : ℝ
hv : k ^ 2 * v ^ 2 = ω ^ 2
h : SolvesElastodynamics ρ C (planeWave p m k ω)
i : Fin n
h0 : ρ * (-ω ^ 2 * p i) = -k ^ 2 * (christoffel C m *ᵥ p) i
⊢ k ^ 2 * (christoffel C m *ᵥ p) i * 2 - ρ * ω ^ 2 * p i * 2 = 0
```

After these edits no error is left:

```diff
@@ -109,5 +109,5 @@
     simp only [Pi.smul_apply, smul_eq_mul]
     apply mul_left_cancel₀ (pow_ne_zero 2 hk)
-    linear_combination -h0 - ρ * p i * hv
+    linear_combination h0 - ρ * p i * hv
   · intro h x t i
     rw [acceleration_planeWave, force_planeWave, h]
```

What went wrong. The error is in the step from the equation of motion to the Christoffel equation. After `mul_left_cancel₀`, the goal is the `i`-th component multiplied by `k ^ 2`, with `v` standing for ω/k: k²(Gp)_i = k²ρv²p_i. `linear_combination` subtracts the given combination of hypotheses from the goal, left side minus right side, and asks `ring` to show that the result is zero.

Here `h0` has the wrong sign. Its left side minus its right side is k²(Gp)_i − ρω²p_i, so subtracting `-h0` adds these terms instead of cancelling them. With the `hv` term included, what is left is 2k²(Gp)_i − 2ρω²p_i, the expression in the message. It does vanish by `h0`, but `ring` does not use hypotheses.

The repair changes `-h0` to `h0`. Subtracting `h0` leaves ρp_i(ω² − k²v²), which the unchanged term `- ρ * p i * hv` cancels exactly.
